# In the ABC model with constant generation G, if the carrier density n starts at zero and |n(t) − m| ≤ m·exp(−kt) for some m > 0 and all t ≥ 0, then k ≤ G/m

A carrier density n(t) obeys n′ = G − An − Bn² − Cn³ for t ≥ 0, with constant generation rate G and real coefficients A, B, C of trap-assisted, radiative and Auger recombination, whose signs are not restricted. The lemma says that if n(0) = 0 and the distance from n(t) to some density m > 0 is at most exp(−kt) times its initial value at all times t ≥ 0, then k ≤ G/m. The density m is not assumed to be a steady state. The proof considers the function exp(−ks)·m + n(s), which by the assumed bound is smallest on s ≥ 0 at s = 0. Its right derivative there, −km + G, is a limit of nonnegative slopes and so is nonnegative, which gives the claim.

As first written in Lean, the proof fails:

```lean
import Mathlib

open Real

namespace DecayRateLeOfEmptyStart

/-- The recombination rate `A n + B n² + C n³` at carrier density `n`, with trap-assisted,
radiative and Auger coefficients `A`, `B`, `C`. -/
def recombinationRate (A B C n : ℝ) : ℝ := A * n + B * n ^ 2 + C * n ^ 3

/-- The density `n` obeys the rate equation `n' = G - A n - B n² - C n³` at all times `t ≥ 0`,
with constant generation rate `G`; the derivative at `t = 0` is one-sided. -/
def SolvesRateEquation (A B C G : ℝ) (n : ℝ → ℝ) : Prop :=
  ∀ t, 0 ≤ t → HasDerivWithinAt n (G - recombinationRate A B C (n t)) (Set.Ici 0) t

/-- If a solution `n` of the rate equation with `n(0) = 0` satisfies
`|n(t) - m| ≤ exp(-k t) |n(0) - m|` for some `m > 0` and all `t ≥ 0`, then `k ≤ G/m`. -/
theorem decayRate_le_of_empty_start {A B C G m k : ℝ} {n : ℝ → ℝ} (hm : 0 < m)
    (hn : SolvesRateEquation A B C G n) (h0 : n 0 = 0)
    (hdecay : ∀ t, 0 ≤ t → |n t - m| ≤ exp (-k * t) * |n 0 - m|) : k ≤ G / m := by
  have he : HasDerivAt (fun s : ℝ => exp (-k * s)) (-k) 0 := by
    simpa using ((hasDerivAt_id (0 : ℝ)).const_mul (-k)).exp
  have hF : HasDerivWithinAt (fun s => exp (-k * s) * m + n s) (-k * m + G)
      (Set.Ici 0) 0 :=
    ((he.mul_const m).hasDerivWithinAt.fun_add (hn 0 le_rfl)).congr_deriv
      (by simp [h0, recombinationRate])
  rw [hasDerivWithinAt_iff_tendsto_slope, Set.Ici_diff_left] at hF
  -- this function is smallest at `t = 0`, so its right derivative there is nonnegative
  have h : 0 ≤ -k * m + G := by
    refine ge_of_tendsto hF ?_
    filter_upwards [self_mem_nhdsWithin] with s hs
    have hs' : 0 < s := hs
    have b := hdecay s hs'.le
    rw [h0, zero_sub, abs_neg, abs_of_pos hm] at b
    have hl := neg_abs_le (n s - m)
    rw [slope_def_field]
    refine div_nonneg ?_ (by linarith)
    simp only [h0, mul_zero, Real.exp_zero]
    linarith
  rw [le_div_iff₀ hm]
  linarith

end DecayRateLeOfEmptyStart
```

Messages:

```
Main.lean:27:42: error(lean.unknownIdentifier): Unknown constant `Set.Ici_diff_left`
Main.lean:20:80: error: unsolved goals
A B C G m k : ℝ
n : ℝ → ℝ
hm : 0 < m
hn : SolvesRateEquation A B C G n
h0 : n 0 = 0
hdecay : ∀ (t : ℝ), 0 ≤ t → |n t - m| ≤ rexp (-k * t) * |n 0 - m|
he : HasDerivAt (fun s => rexp (-k * s)) (-k) 0
hF : Filter.Tendsto (slope (fun s => rexp (-k * s) * m + n s) 0) (nhdsWithin 0 (Set.Ici 0 \ {0})) (nhds (-k * m + G))
⊢ k ≤ G / m
```

What went wrong. The first message says that no constant called `Set.Ici_diff_left` exists in the Mathlib being used, so the second rewrite in the `rw` at `hF` has no lemma to apply. The first rewrite, with `hasDerivWithinAt_iff_tendsto_slope`, did succeed: in the second message `hF` is already a limit of slopes, taken within `Set.Ici 0 \ {0}`. That message reports the theorem's own goal, `k ≤ G / m`, left open because the proof stopped at the failed rewrite. It does not point to a second mistake.

The missing step was to turn `Set.Ici 0 \ {0}`, the nonnegative numbers without zero, into `Set.Ioi 0`, the positive numbers, so that `hs` can later serve as a proof of `0 < s`. The lemma that does this is called `Set.Ici_sdiff_left`, with `sdiff` for the set difference. The diff changes only this name; the rewrite then goes through, and the rest of the proof works as written.

Lean accepts the file once it reads:

```diff
@@ -25,5 +25,5 @@
     ((he.mul_const m).hasDerivWithinAt.fun_add (hn 0 le_rfl)).congr_deriv
       (by simp [h0, recombinationRate])
-  rw [hasDerivWithinAt_iff_tendsto_slope, Set.Ici_diff_left] at hF
+  rw [hasDerivWithinAt_iff_tendsto_slope, Set.Ici_sdiff_left] at hF
   -- this function is smallest at `t = 0`, so its right derivative there is nonnegative
   have h : 0 ≤ -k * m + G := by
```
